# In linear elasticity, the strain-relaxation energy of a fixed defect dipole vanishes as the cell grows

Take two supercells of different volume that hold the same defect, with a nonzero elastic dipole, and relax the shape and volume of each. In the model used below, they strain by different amounts. The two defect energies then disagree, and if either is read as a property of the isolated defect, an elastic contribution from the cell is counted as defect chemistry. The problems below compute that contribution for supercell calculations in a model with homogeneous strain, linear elasticity and a dipole independent of volume.

## Strain, stiffness and dipole

```lean
import Mathlib

open Filter Topology
open scoped InnerProductSpace

namespace ElasticFiniteSize

noncomputable section
```

Strains \(e\) are vectors in a real inner-product space \(E\), for instance symmetric \(3\times3\) matrices with \(\langle a,b\rangle=\sum_{ij}a_{ij}b_{ij}\). The stiffness \(C\) maps strain to stress, with both in \(E\). Its symmetry and positivity are assumed; they stand for the existence of an elastic energy and the stability of the crystal.

```lean
/-- An elastic stiffness: a symmetric, positive definite linear map on the space of strains. -/
structure Stiffness (E : Type*) [NormedAddCommGroup E] [InnerProductSpace ℝ E] where
  /-- The linear map from strain to stress. -/
  toLin : E →ₗ[ℝ] E
  symm : ∀ x y, ⟪toLin x, y⟫_ℝ = ⟪x, toLin y⟫_ℝ
  pos : ∀ x, x ≠ 0 → 0 < ⟪x, toLin x⟫_ℝ
```

The defect enters through its elastic dipole \(P\), minus the derivative of the energy with respect to strain at \(e=0\). For a cell whose volume before straining is \(V\),
\[
F_V(e)=\tfrac V2\langle e,Ce\rangle-\langle P,e\rangle .
\]

```lean
variable {E : Type*} [NormedAddCommGroup E] [InnerProductSpace ℝ E]

/-- The energy of a cell of volume `V` under strain `e`, holding a defect with elastic
dipole `P`. -/
def elasticEnergy (C : Stiffness E) (P : E) (V : ℝ) (e : E) : ℝ :=
  V / 2 * ⟪e, C.toLin e⟫_ℝ - ⟪P, e⟫_ℝ
```

The relaxed energy is \(E_{\rm rel}(V)=\inf_e F_V(e)\). This definition does not presuppose that a minimiser exists.

```lean
/-- The relaxed energy: the infimum of the elastic energy over all strains of the cell, for `V > 0`
and finite-dimensional `E`. -/
def relaxedEnergy (C : Stiffness E) (P : E) (V : ℝ) : ℝ :=
  ⨅ e, elasticEnergy C P V e
```

Elastic interactions between periodic images, electrostatics and anharmonicity are left out.

An isotropic example is \(Ce=2\mu e+\lambda\langle u,e\rangle u\), with Lamé constants \(\mu>0\) and \(\lambda\ge0\), and \(u\) the uniform dilation, which is the identity matrix for \(3\times3\) strains. It is symmetric because \(\langle Cx,y\rangle=2\mu\langle x,y\rangle+\lambda\langle u,x\rangle\langle u,y\rangle\), and positive because \(\langle x,Cx\rangle=2\mu\|x\|^2+\lambda\langle u,x\rangle^2>0\) for \(x\ne0\). The code accepts any vector \(u\) but no negative \(\lambda\), although an isotropic solid in three dimensions is already stable when \(\mu>0\) and \(2\mu+3\lambda>0\).

```lean
/-- The stiffness `e ↦ 2μ e + λ ⟪u, e⟫ u` for a given vector `u`. It models an isotropic crystal
when `u` is the strain of uniform dilation. -/
def isotropic (u : E) (mu lam : ℝ) (hmu : 0 < mu) (hlam : 0 ≤ lam) : Stiffness E where
  toLin :=
    { toFun := fun e => (2 * mu) • e + (lam * ⟪u, e⟫_ℝ) • u
      map_add' := by
        intro x y
        rw [inner_add_right]
        module
      map_smul' := by
        intro r x
        rw [real_inner_smul_right, RingHom.id_apply]
        module }
  symm := by
    intro x y
    simp only [LinearMap.coe_mk, AddHom.coe_mk, inner_add_left, inner_add_right,
      real_inner_smul_left, real_inner_smul_right]
    rw [real_inner_comm u x]
    ring
  pos := by
    intro x hx
    simp only [LinearMap.coe_mk, AddHom.coe_mk, inner_add_right, real_inner_smul_right]
    rw [real_inner_comm u x, real_inner_self_eq_norm_sq]
    have h1 : 0 < ‖x‖ := norm_pos_iff.2 hx
    have h2 : 0 < 2 * mu * ‖x‖ ^ 2 := by positivity
    have h3 : 0 ≤ lam * ⟪u, x⟫_ℝ ^ 2 := mul_nonneg hlam (sq_nonneg _)
    linarith
```

## (a) Distinct strains, distinct stresses

Show that \(Cx=Cy\) implies \(x=y\).

**Solution.** By linearity it is enough that \(Cx=0\) forces \(x=0\). If \(x\neq0\), positivity gives \(0<\langle x,Cx\rangle=\langle x,0\rangle=0\), a contradiction. The proof makes the same reduction with `injective_iff_map_eq_zero`.

```lean
/-- Distinct strains produce distinct stresses. -/
theorem Stiffness.injective (C : Stiffness E) : Function.Injective C.toLin := by
  refine (injective_iff_map_eq_zero C.toLin).2 fun x hx => ?_
  by_contra hne
  have h := C.pos x hne
  rw [hx, inner_zero_right] at h
  exact lt_irrefl _ h
```

## (b) The compliance

Let \(E\) be finite-dimensional from here on. Construct \(C^{-1}\) and show that \(C(C^{-1}P)=P\).

**Solution.** An injective linear map from a finite-dimensional space to itself is surjective. Each \(P\) therefore has exactly one \(s\) with \(Cs=P\), and we set \(C^{-1}P=s\). In Lean, `LinearEquiv.ofInjectiveEndo` turns (a) into an invertible map, whose inverse is `C.compliance`.

```lean
variable [FiniteDimensional ℝ E]

/-- The elastic compliance, the inverse of the stiffness. -/
def Stiffness.compliance (C : Stiffness E) : E →ₗ[ℝ] E :=
  (LinearEquiv.ofInjectiveEndo C.toLin C.injective).symm.toLinearMap
```

The required identity is then a property of that inverse.

```lean
/-- The stiffness applied to the compliance of `P` returns `P`. -/
theorem stiffness_compliance (C : Stiffness E) (P : E) : C.toLin (C.compliance P) = P :=
  (LinearEquiv.ofInjectiveEndo C.toLin C.injective).apply_symm_apply P
```

## (c) Completing the square

With \(s=C^{-1}P\) and \(V\neq0\), show that
\[
F_V(e)=-\frac{\langle P,s\rangle}{2V}+\frac V2\Big\langle e-\frac sV,\;C\Big(e-\frac sV\Big)\Big\rangle .
\]

**Solution.** Symmetry gives \(\langle s,Ce\rangle=\langle Cs,e\rangle=\langle P,e\rangle\), and also \(\langle e,Cs\rangle=\langle P,e\rangle\). The bracket therefore expands to
\[
\langle e,Ce\rangle-\frac2V\langle P,e\rangle+\frac1{V^2}\langle P,s\rangle .
\]
Multiplying by \(V/2\) gives \(F_V(e)+\langle P,s\rangle/(2V)\), and the first term on the right of the target removes the excess. In the code, `h1` is the symmetry step, `simp only` expands the products, and `field_simp` and `ring` collect the terms.

```lean
/-- The elastic energy is a constant plus `V/2` times the stiffness form of the deviation from the
strain `C⁻¹P/V`. -/
theorem elasticEnergy_complete_square (C : Stiffness E) (P : E) {V : ℝ} (hV : V ≠ 0) (e : E) :
    elasticEnergy C P V e = -⟪P, C.compliance P⟫_ℝ / (2 * V) +
      V / 2 * ⟪e - V⁻¹ • C.compliance P, C.toLin (e - V⁻¹ • C.compliance P)⟫_ℝ := by
  have hs := stiffness_compliance C P
  -- symmetry moves the stiffness onto `C⁻¹P`
  have h1 : ⟪C.compliance P, C.toLin e⟫_ℝ = ⟪P, e⟫_ℝ := by
    rw [← C.symm, hs]
  simp only [elasticEnergy, map_sub, map_smul, inner_sub_left, inner_sub_right,
    real_inner_smul_left, real_inner_smul_right, hs, h1]
  rw [real_inner_comm P e, real_inner_comm P (C.compliance P)]
  field_simp
  ring
```

## (d) The unique minimiser

For \(V>0\), show that
\[
F_V(s/V)=-\frac{\langle P,s\rangle}{2V},\qquad F_V(e)>F_V(s/V)\quad\text{for every } e\ne s/V .
\]

**Solution.** At \(e=s/V\) the square in (c) vanishes. At any other strain the deviation is nonzero, so positivity and \(V/2>0\) make the square strictly positive. The two branches after `constructor` are these two cases.

```lean
/-- The strain `C⁻¹P/V` has energy `-⟪P, C⁻¹P⟫/(2V)`, and every other strain has a strictly
higher energy. -/
theorem elasticEnergy_unique_minimum (C : Stiffness E) (P : E) {V : ℝ} (hV : 0 < V) :
    elasticEnergy C P V (V⁻¹ • C.compliance P) = -⟪P, C.compliance P⟫_ℝ / (2 * V) ∧
      ∀ e, e ≠ V⁻¹ • C.compliance P →
        -⟪P, C.compliance P⟫_ℝ / (2 * V) < elasticEnergy C P V e := by
  constructor
  · rw [elasticEnergy_complete_square C P hV.ne', sub_self, inner_zero_left, mul_zero, add_zero]
  · intro e he
    rw [elasticEnergy_complete_square C P hV.ne' e]
    have h := mul_pos (half_pos hV) (C.pos _ (sub_ne_zero.2 he))
    linarith
```

## (e) The relaxed energy

For \(V>0\), show that
\[
E_{\rm rel}(V)=-\frac{\langle P,C^{-1}P\rangle}{2V}.
\]

**Solution.** By (d) this value is attained and no strain has lower energy, so it is the least value of \(F_V\) and hence its infimum. `IsLeast.csInf_eq` takes exactly these two facts.

```lean
/-- The relaxed energy of a cell of volume `V` is `-⟪P, C⁻¹P⟫/(2V)`. -/
theorem relaxedEnergy_eq (C : Stiffness E) (P : E) {V : ℝ} (hV : 0 < V) :
    relaxedEnergy C P V = -⟪P, C.compliance P⟫_ℝ / (2 * V) := by
  obtain ⟨hmin, hlt⟩ := elasticEnergy_unique_minimum C P hV
  refine IsLeast.csInf_eq ⟨⟨_, hmin⟩, ?_⟩
  rintro _ ⟨e, rfl⟩
  by_cases he : e = V⁻¹ • C.compliance P
  · rw [he]
    exact hmin.ge
  · exact (hlt e he).le
```

## (f) Large cells

Show that \(\lim_{V\to\infty}E_{\rm rel}(V)=0\).

**Solution.** By (e), \(E_{\rm rel}(V)\) is the constant \(-\langle P,s\rangle/2\) times \(1/V\), and \(1/V\to0\). The Lean function takes every real \(V\), so `filter_upwards` restricts the comparison to positive volumes.

```lean
/-- The relaxed energy tends to zero as the cell volume grows. -/
theorem relaxedEnergy_tendsto_zero (C : Stiffness E) (P : E) :
    Tendsto (relaxedEnergy C P) atTop (𝓝 0) := by
  have h : Tendsto (fun V : ℝ => -⟪P, C.compliance P⟫_ℝ / 2 * V⁻¹) atTop
      (𝓝 (-⟪P, C.compliance P⟫_ℝ / 2 * 0)) := tendsto_inv_atTop_zero.const_mul _
  rw [mul_zero] at h
  refine h.congr' ?_
  filter_upwards [eventually_gt_atTop (0 : ℝ)] with V hV
  rw [relaxedEnergy_eq C P hV]
  ring
```

## (g) Relaxation lowers the energy

For \(P\neq0\) and \(V>0\), show that \(E_{\rm rel}(V)<0\).

**Solution.** If \(s\) were zero, then \(P=Cs=0\). Hence \(s\ne0\) and \(\langle P,s\rangle=\langle s,Cs\rangle>0\), so (e) gives a negative energy. The code proves `hne` first and then applies `C.pos`.

```lean
/-- A nonzero elastic dipole has a strictly negative relaxed energy in every finite cell. -/
theorem relaxedEnergy_neg (C : Stiffness E) {P : E} (hP : P ≠ 0) {V : ℝ} (hV : 0 < V) :
    relaxedEnergy C P V < 0 := by
  have hs := stiffness_compliance C P
  have hne : C.compliance P ≠ 0 := by
    intro h0
    rw [h0, map_zero] at hs
    exact hP hs.symm
  have h := C.pos _ hne
  rw [hs, real_inner_comm] at h
  rw [relaxedEnergy_eq C P hV]
  exact div_neg_of_neg_of_pos (neg_lt_zero.2 h) (by positivity)
```

## (h) A bound from the softest strain

Suppose \(c>0\) satisfies \(c\|x\|^2\le\langle x,Cx\rangle\) for all \(x\); such a \(c\) bounds the stiffness of even the softest strain from below. For \(V>0\), show that
\[
E_{\rm rel}(V)\ge-\frac{\|P\|^2}{2cV}.
\]

**Solution.** Taking \(x=s\) gives \(c\|s\|^2\le\langle P,s\rangle\). Therefore
\[
0\le\|P-cs\|^2=\|P\|^2-2c\langle P,s\rangle+c^2\|s\|^2\le\|P\|^2-c\langle P,s\rangle .
\]
Thus \(\langle P,s\rangle\le\|P\|^2/c\), and (e) finishes the argument. These inequalities are `h1` to `h4`.

```lean
/-- If the stiffness is bounded below by a modulus `c`, the relaxed energy is at least
`-‖P‖²/(2cV)`. -/
theorem relaxedEnergy_lower_bound (C : Stiffness E) (P : E) {c V : ℝ} (hc : 0 < c)
    (hC : ∀ x, c * ‖x‖ ^ 2 ≤ ⟪x, C.toLin x⟫_ℝ) (hV : 0 < V) :
    -(‖P‖ ^ 2 / c) / (2 * V) ≤ relaxedEnergy C P V := by
  have h1 := hC (C.compliance P)
  rw [stiffness_compliance, real_inner_comm] at h1
  -- expand the square of `P - c C⁻¹P`
  have h2 := sq_nonneg ‖P - c • C.compliance P‖
  rw [norm_sub_sq_real, real_inner_smul_right, norm_smul, mul_pow, Real.norm_eq_abs,
    sq_abs] at h2
  have h3 := mul_le_mul_of_nonneg_left h1 hc.le
  have h4 : ⟪P, C.compliance P⟫_ℝ ≤ ‖P‖ ^ 2 / c := by
    rw [le_div_iff₀ hc]
    nlinarith
  rw [relaxedEnergy_eq C P hV]
  gcongr
```

## (i) Extrapolating from two cells

Let \(E_0\) be the defect energy at zero strain, assumed equal in both cells, and let \(E(V)=E_0+E_{\rm rel}(V)\). For positive \(V_1\neq V_2\), show that
\[
\frac{V_2E(V_2)-V_1E(V_1)}{V_2-V_1}=E_0 .
\]

**Solution.** By (e), \(V E_{\rm rel}(V)=-\langle P,s\rangle/2\) for every positive \(V\). These terms cancel in the numerator, leaving \((V_2-V_1)E_0\). The shared value is `hk`, and `linear_combination` subtracts its two instances.

```lean
/-- Total energies `E₀ + relaxedEnergy` at two different cell volumes determine the
energy `E₀` by linear extrapolation in `1/V`. -/
theorem two_cell_extrapolation (C : Stiffness E) (P : E) (E₀ : ℝ) {V₁ V₂ : ℝ}
    (h₁ : 0 < V₁) (h₂ : 0 < V₂) (hne : V₁ ≠ V₂) :
    (V₂ * (E₀ + relaxedEnergy C P V₂) - V₁ * (E₀ + relaxedEnergy C P V₁)) / (V₂ - V₁)
      = E₀ := by
  -- volume times relaxed energy is the same for all cells
  have hk : ∀ V : ℝ, 0 < V → V * relaxedEnergy C P V = -⟪P, C.compliance P⟫_ℝ / 2 := by
    intro V hV
    rw [relaxedEnergy_eq C P hV]
    field_simp
  rw [div_eq_iff (sub_ne_zero.2 hne.symm)]
  linear_combination hk V₂ h₂ - hk V₁ h₁
```

## (j) An isotropic crystal

For the isotropic stiffness and a dipole \(pu\), with \(p\) real, show that
\[
C^{-1}(pu)=\frac{p}{2\mu+\lambda\|u\|^2}\,u .
\]

**Solution.** For real \(a\), \(C(au)=a(2\mu+\lambda\|u\|^2)u\). The stated coefficient makes this equal to \(pu\), and by (a) no other strain gives the same stress. The proof likewise applies `injective` and compares stresses. In three dimensions, with \(u\) the identity matrix, \(\|u\|^2=3\) and the denominator is \(2\mu+3\lambda\), three times the bulk modulus.

```lean
/-- For the stiffness `e ↦ 2μ e + λ ⟪u, e⟫ u`, the compliance maps the dipole `p u` to `p/(2μ +
λ‖u‖²) u`. -/
theorem isotropic_witness (u : E) (mu lam p : ℝ) (hmu : 0 < mu) (hlam : 0 ≤ lam) :
    (isotropic u mu lam hmu hlam).compliance (p • u)
      = (p / (2 * mu + lam * ‖u‖ ^ 2)) • u := by
  have hD : 2 * mu + lam * ‖u‖ ^ 2 ≠ 0 := by positivity
  have hp := div_mul_cancel₀ p hD
  apply (isotropic u mu lam hmu hlam).injective
  rw [stiffness_compliance]
  change p • u = (2 * mu) • ((p / (2 * mu + lam * ‖u‖ ^ 2)) • u) +
    (lam * ⟪u, (p / (2 * mu + lam * ‖u‖ ^ 2)) • u⟫_ℝ) • u
  rw [real_inner_smul_right, real_inner_self_eq_norm_sq, smul_smul, ← add_smul]
  congr 1
  linear_combination -hp

end

end ElasticFiniteSize
```

```lean
#print axioms ElasticFiniteSize.relaxedEnergy_tendsto_zero
#print axioms ElasticFiniteSize.relaxedEnergy_neg
#print axioms ElasticFiniteSize.relaxedEnergy_lower_bound
#print axioms ElasticFiniteSize.two_cell_extrapolation
```

```
'ElasticFiniteSize.relaxedEnergy_tendsto_zero' depends on axioms: [propext, Classical.choice, Quot.sound]
'ElasticFiniteSize.relaxedEnergy_neg' depends on axioms: [propext, Classical.choice, Quot.sound]
'ElasticFiniteSize.relaxedEnergy_lower_bound' depends on axioms: [propext, Classical.choice, Quot.sound]
'ElasticFiniteSize.two_cell_extrapolation' depends on axioms: [propext, Classical.choice, Quot.sound]
```
